# The empty-core form factor $-4\pi Z\cos(qr_c)/q^2$ as a limit of damped integrals

Let an ion of charge $Z$ act on an electron through the potential energy $-Z/r$ beyond a core radius $r_c\ge 0$, and through none at all inside it. At wave number $q>0$, with a convergence factor $e^{-mr}$ and $m>0$, its form factor is

$$F_m(q)=-\frac{4\pi Z\,e^{-mr_c}\,\bigl(m\sin qr_c+q\cos qr_c\bigr)}{q\,(q^2+m^2)},\qquad \lim_{m\to0^+}F_m(q)=-\frac{4\pi Z\cos qr_c}{q^2}.$$

In a simple metal, the form factor measures how strongly one ion scatters a conduction electron between plane waves whose wave vectors differ by $q$. The limit above belongs to a bare, local, single-ion potential. In nearly-free-electron estimates of band gaps, such a form factor is usually first screened by the conduction electrons and divided by the volume per ion.

Units are Hartree atomic units, and there is no division by a cell volume. The letter $m$ is an inverse length, not a mass.

```lean
import Mathlib

open Real MeasureTheory Set Filter Topology

namespace EmptyCoreFormFactor

noncomputable section
```

## The potential and its radial Fourier integral

The empty core stands for a physical cancellation: a valence electron must be orthogonal to the core states, and the resulting repulsion largely offsets the ion's attraction at short range. The model makes the offset complete for $r\le r_c$:

$$V(r)=\begin{cases}-Z/r, & r>r_c,\\ 0, & r\le r_c.\end{cases}$$

In the code $r_c$ is `rc`, and `Z` may be any real number.

```lean
/-- The empty-core potential of an ion of charge `Z`: `-Z/r` outside the core radius `rc`, zero
inside. It is meant for `r > 0` and `rc ≥ 0`, which the definition does not enforce. -/
def emptyCore (Z rc r : ℝ) : ℝ := if rc < r then -Z / r else 0
```

The form factor is the three-dimensional Fourier transform of $V(r)e^{-mr}$. For a central potential the angles integrate out:

$$\int e^{-i\mathbf q\cdot\mathbf r}\,d\Omega=2\pi\int_{-1}^{1}e^{-iqru}\,du=4\pi\,\frac{\sin qr}{qr}.$$

This reduction is the step from the physical transform to the Lean model; the formal development starts from the radial integral that it yields. Here `sinc x` is the unnormalised $\sin x/x$, with value 1 at $x=0$. The radial integrand is therefore $r^2V(r)\,\mathrm{sinc}(qr)\,e^{-mr}$.

```lean
/-- The radial integrand `r² V(r) sinc(qr) exp(-mr)` of the Fourier transform of a central
potential `V` at wave number `q`, with convergence factor `exp(-mr)`. -/
def radialIntegrand (V : ℝ → ℝ) (m q r : ℝ) : ℝ :=
  r ^ 2 * V r * sinc (q * r) * exp (-m * r)
```

Integrating over all $r>0$, which Lean writes as `Ioi 0`, and multiplying by $4\pi$ gives

$$F_m(q)=4\pi\int_0^\infty r^2V(r)\,\mathrm{sinc}(qr)\,e^{-mr}\,dr.$$

```lean
/-- The form factor of a central potential `V` at wave number `q`, with damping `m`:
`4π` times the integral of the radial integrand over all `r > 0`. -/
def formFactor (V : ℝ → ℝ) (m q : ℝ) : ℝ :=
  4 * π * ∫ r in Ioi (0 : ℝ), radialIntegrand V m q r
```

For $q>0$ and $r>0$ we have $r^2\sin(qr)/(qr)=r\sin(qr)/q$, so

$$F_m(q)=\frac{4\pi}{q}\int_0^\infty r\,V(r)\,e^{-mr}\sin(qr)\,dr,$$

which is the usual textbook form. The proof shows that the two integrands agree at every $r>0$, exchanges them under the integral, and takes the constant $1/q$ outside. The identity holds for every function $V$. Lean assigns the value 0 to an integral that does not converge absolutely, so convergence for the empty-core potential is proved separately below.

```lean
/-- For `q > 0` the form factor of any central potential is the sine transform
`(4π/q) ∫ r V(r) exp(-mr) sin(qr) dr`. -/
theorem formFactor_eq_sine_transform (V : ℝ → ℝ) (m : ℝ) {q : ℝ} (hq : 0 < q) :
    formFactor V m q =
      4 * π / q * ∫ r in Ioi (0 : ℝ), r * V r * exp (-m * r) * sin (q * r) := by
  have h : EqOn (radialIntegrand V m q)
      (fun r => q⁻¹ * (r * V r * exp (-m * r) * sin (q * r))) (Ioi 0) := by
    intro r hr
    have hr' : 0 < r := hr
    have hqr : q * r ≠ 0 := by positivity
    simp only [radialIntegrand, Real.sinc_of_ne_zero hqr]
    field_simp
  rw [formFactor, setIntegral_congr_fun measurableSet_Ioi h, integral_const_mul]
  ring
```

## The damped sine wave

Everything reduces to the integral of $e^{-mr}\sin qr$ over a half-line $r>a$. It converges absolutely because

$$|e^{-mr}\sin qr|\le e^{-mr},$$

and the right-hand side is integrable for $m>0$. `Integrable.mono'` is this comparison.

```lean
/-- For `m > 0` the damped sine wave `exp(-mr) sin(qr)` is integrable on every half-line
`r > a`. -/
theorem damped_sine_integrable (a q : ℝ) {m : ℝ} (hm : 0 < m) :
    IntegrableOn (fun r => exp (-m * r) * sin (q * r)) (Ioi a) := by
  refine Integrable.mono' (exp_neg_integrableOn_Ioi a hm)
    (Continuous.aestronglyMeasurable (by fun_prop)) (Eventually.of_forall fun r => ?_)
  rw [Real.norm_eq_abs, abs_mul, abs_of_pos (Real.exp_pos _)]
  exact mul_le_of_le_one_right (Real.exp_pos _).le (Real.abs_sin_le_one _)
```

For the value, take

$$G(r)=-\frac{e^{-mr}(m\sin qr+q\cos qr)}{q^2+m^2}.$$

The product rule gives

$$G'(r)=\frac{e^{-mr}\bigl[m(m\sin qr+q\cos qr)-(mq\cos qr-q^2\sin qr)\bigr]}{q^2+m^2}=e^{-mr}\sin qr,$$

since the cosine terms cancel and the sine terms add up to $(m^2+q^2)\sin qr$. Moreover $|m\sin qr+q\cos qr|\le m+q$, so $G(r)\to0$ as $r\to\infty$. Hence

$$\int_a^\infty e^{-mr}\sin qr\,dr=-G(a)=\frac{e^{-ma}(m\sin qa+q\cos qa)}{q^2+m^2}.$$

In the proof, `hd` is the differentiation and `ht` is the decay at infinity, obtained by squeezing $|G|$ under a multiple of $e^{-mr}$. The fundamental theorem of calculus on a half-line then combines them.

```lean
/-- For `m, q > 0` the integral of `exp(-mr) sin(qr)` over `r > a` is
`exp(-ma) (m sin(qa) + q cos(qa)) / (q² + m²)`. -/
theorem damped_sine_integral (a : ℝ) {m q : ℝ} (hm : 0 < m) (hq : 0 < q) :
    ∫ r in Ioi a, exp (-m * r) * sin (q * r) =
      exp (-m * a) * (m * sin (q * a) + q * cos (q * a)) / (q ^ 2 + m ^ 2) := by
  have hD : 0 < q ^ 2 + m ^ 2 := by positivity
  -- an explicit antiderivative
  have hd : ∀ r ∈ Ici a, HasDerivAt
      (fun s => -(exp (-m * s) * (m * sin (q * s) + q * cos (q * s))) / (q ^ 2 + m ^ 2))
      (exp (-m * r) * sin (q * r)) r := by
    intro r _
    have e : HasDerivAt (fun s : ℝ => -m * s) (-m) r :=
      ((hasDerivAt_id' r).const_mul (-m)).congr_deriv (mul_one _)
    have k : HasDerivAt (fun s : ℝ => q * s) q r :=
      ((hasDerivAt_id' r).const_mul q).congr_deriv (mul_one _)
    refine ((e.exp.fun_mul ((k.sin.const_mul m).fun_add
      (k.cos.const_mul q))).fun_neg.div_const (q ^ 2 + m ^ 2)).congr_deriv ?_
    rw [div_eq_iff hD.ne']
    ring
  -- it vanishes at infinity
  have hexp : Tendsto (fun s : ℝ => exp (-m * s)) atTop (𝓝 0) :=
    Real.tendsto_exp_atBot.comp (tendsto_id.const_mul_atTop_of_neg (by linarith))
  have hlim := hexp.mul_const ((m + q) / (q ^ 2 + m ^ 2))
  rw [zero_mul] at hlim
  have ht : Tendsto
      (fun s => -(exp (-m * s) * (m * sin (q * s) + q * cos (q * s))) / (q ^ 2 + m ^ 2))
      atTop (𝓝 0) := by
    refine squeeze_zero_norm (fun s => ?_) hlim
    have hb : |m * sin (q * s) + q * cos (q * s)| ≤ m + q :=
      abs_le.mpr ⟨by nlinarith [Real.neg_one_le_sin (q * s), Real.neg_one_le_cos (q * s)],
        by nlinarith [Real.sin_le_one (q * s), Real.cos_le_one (q * s)]⟩
    rw [Real.norm_eq_abs, abs_div, abs_neg, abs_mul, abs_of_pos (Real.exp_pos _),
      abs_of_pos hD, mul_div_assoc]
    gcongr
  rw [integral_Ioi_of_hasDerivAt_of_tendsto' hd (damped_sine_integrable a q hm) ht]
  ring
```

## Only the region outside the core contributes

For $r>r_c$ and $r>0$ the radial integrand is

$$r^2\left(-\frac Zr\right)\frac{\sin qr}{qr}\,e^{-mr}=-\frac Zq\,e^{-mr}\sin qr,$$

and for $r\le r_c$ it is zero. Lean expresses the two cases together with `indicator`, which keeps a function on the set $r>r_c$ and replaces it by zero elsewhere. The proof splits on whether `rc < r`. No sign is required of $m$, so the same statement serves later at $m=0$.

```lean
/-- For `q > 0` and at all `r > 0`, the radial integrand of the empty-core potential is `-Z/q`
times the damped sine wave outside the core, and zero inside. -/
theorem integrand_emptyCore (Z rc m : ℝ) {q : ℝ} (hq : 0 < q) :
    EqOn (radialIntegrand (emptyCore Z rc) m q)
      ((Ioi rc).indicator fun r => -Z / q * (exp (-m * r) * sin (q * r))) (Ioi 0) := by
  intro r hr
  have hr' : 0 < r := hr
  have hqr : q * r ≠ 0 := by positivity
  by_cases h : rc < r
  · rw [Set.indicator_of_mem (show r ∈ Ioi rc from h)]
    simp only [radialIntegrand, emptyCore, if_pos h, Real.sinc_of_ne_zero hqr]
    field_simp
  · rw [Set.indicator_of_notMem (show r ∉ Ioi rc from h)]
    simp [radialIntegrand, emptyCore, h]
```

A constant multiple of an integrable function, restricted to $r>r_c$, is still integrable. The integral that defines $F_m(q)$ therefore converges absolutely when $m,q>0$.

```lean
/-- For `m, q > 0` the integral that defines the empty-core form factor converges absolutely. -/
theorem emptyCore_integrable (Z rc : ℝ) {m q : ℝ} (hm : 0 < m) (hq : 0 < q) :
    IntegrableOn (radialIntegrand (emptyCore Z rc) m q) (Ioi 0) := by
  refine IntegrableOn.congr_fun ?_ (integrand_emptyCore Z rc m hq).symm measurableSet_Ioi
  exact ((integrable_indicator_iff measurableSet_Ioi).mpr
    (Integrable.const_mul (damped_sine_integrable rc q hm) _)).integrableOn
```

Because $r_c\ge0$, the part of the half-line $r>0$ that lies outside the core is exactly $r>r_c$. Setting $a=r_c$ in the damped sine integral gives

$$F_m(q)=4\pi\left(-\frac Zq\right)\frac{e^{-mr_c}(m\sin qr_c+q\cos qr_c)}{q^2+m^2}.$$

The chain of rewrites follows this order: replace the integrand, restrict the domain, take out $-Z/q$, and insert the known integral.

```lean
/-- The damped empty-core form factor in closed form, for core radius `rc ≥ 0`, damping `m > 0`
and wave number `q > 0`. -/
theorem emptyCore_formFactor (Z : ℝ) {rc m q : ℝ} (hrc : 0 ≤ rc) (hm : 0 < m) (hq : 0 < q) :
    formFactor (emptyCore Z rc) m q =
      -4 * π * Z * exp (-m * rc) * (m * sin (q * rc) + q * cos (q * rc)) /
        (q * (q ^ 2 + m ^ 2)) := by
  have hD : q ^ 2 + m ^ 2 ≠ 0 := by positivity
  -- only the region outside the core contributes
  rw [formFactor, setIntegral_congr_fun measurableSet_Ioi (integrand_emptyCore Z rc m hq),
    setIntegral_indicator measurableSet_Ioi, inter_eq_right.mpr (Ioi_subset_Ioi hrc),
    integral_const_mul, damped_sine_integral rc hm hq]
  field_simp
```

## Removing the damping

With $q>0$ fixed, the denominator $q(q^2+m^2)$ stays away from zero at $m=0$, so the closed form is continuous there. Its value is

$$-\frac{4\pi Z\,(0+q\cos qr_c)}{q\cdot q^2}=-\frac{4\pi Z\cos qr_c}{q^2}.$$

The filter `𝓝[>] 0` says that $m$ approaches 0 through positive values, where the closed form equals the integral. In the proof, `hc` is the continuity and `hv` evaluates the expression at $m=0$.

```lean
/-- As the damping `m` decreases to zero, the empty-core form factor at `q > 0` with `rc ≥ 0`
tends to `-4πZ cos(q rc)/q²`. -/
theorem emptyCore_formFactor_tendsto (Z : ℝ) {rc q : ℝ} (hrc : 0 ≤ rc) (hq : 0 < q) :
    Tendsto (fun m => formFactor (emptyCore Z rc) m q) (𝓝[>] 0)
      (𝓝 (-4 * π * Z * cos (q * rc) / q ^ 2)) := by
  -- the closed form is continuous at `m = 0`
  have hc : ContinuousAt (fun m : ℝ => -4 * π * Z * exp (-m * rc) *
      (m * sin (q * rc) + q * cos (q * rc)) / (q * (q ^ 2 + m ^ 2))) 0 :=
    ContinuousAt.div (by fun_prop) (by fun_prop) (by positivity)
  have hv : -4 * π * Z * cos (q * rc) / q ^ 2 = -4 * π * Z * exp (-0 * rc) *
      (0 * sin (q * rc) + q * cos (q * rc)) / (q * (q ^ 2 + 0 ^ 2)) := by
    rw [neg_zero, zero_mul, zero_mul, Real.exp_zero]
    field_simp
    ring
  rw [hv]
  refine (hc.tendsto.mono_left nhdsWithin_le_nhds).congr' ?_
  filter_upwards [self_mem_nhdsWithin] with m hm
  exact (emptyCore_formFactor Z hrc hm hq).symm
```

As a numerical instance, take $Z=1$, $r_c=1$ and $q=\pi/3$, so that $\cos qr_c=1/2$ and $\sin qr_c=\sqrt3/2$. The limit is

$$-\frac{4\pi\cdot\frac12}{\pi^2/9}=-\frac{18}{\pi}\approx-5.730.$$

The closed form gives $-5.987$ at $m=0.1$ and $-5.766$ at $m=0.01$, approaching this value.

## The case of no core

When $r_c=0$, the sine vanishes and the exponential and cosine are both 1. The factor $q$ cancels:

$$F_m(q)=-\frac{4\pi Z}{q^2+m^2}.$$

This is the transform of the Yukawa potential $-Ze^{-mr}/r$. As $m\to0^+$ it becomes the Coulomb form $-4\pi Z/q^2$, in agreement with the general limit at $r_c=0$.

```lean
/-- Without a core, the damped form factor at `m, q > 0` is the Yukawa form
`-4πZ/(q² + m²)`. -/
theorem yukawa_formFactor (Z : ℝ) {m q : ℝ} (hm : 0 < m) (hq : 0 < q) :
    formFactor (emptyCore Z 0) m q = -4 * π * Z / (q ^ 2 + m ^ 2) := by
  have hD : q ^ 2 + m ^ 2 ≠ 0 := by positivity
  rw [emptyCore_formFactor Z le_rfl hm hq, mul_zero, mul_zero, Real.exp_zero, Real.sin_zero,
    Real.cos_zero, mul_zero, zero_add]
  field_simp
```

## What happens without a convergence factor

Set $m=0$ from the start and integrate only up to a radius $R\ge r_c$. The integrand outside the core is $-(Z/q)\sin qr$, with antiderivative $(Z/q^2)\cos qr$, so

$$4\pi\int_0^R r^2V(r)\,\mathrm{sinc}(qr)\,dr=-\frac{4\pi Z\,(\cos qr_c-\cos qR)}{q^2}.$$

The proof again discards the core, then applies the fundamental theorem of calculus between $r_c$ and $R$.

```lean
/-- For `q > 0`, `4π` times the undamped radial integral cut off at a radius `R ≥ rc ≥ 0` is
`-4πZ (cos(q rc) - cos(qR))/q²`. -/
theorem undamped_truncated (Z : ℝ) {rc R q : ℝ} (hrc : 0 ≤ rc) (hR : rc ≤ R) (hq : 0 < q) :
    4 * π * ∫ r in (0 : ℝ)..R, radialIntegrand (emptyCore Z rc) 0 q r =
      -4 * π * Z * (cos (q * rc) - cos (q * R)) / q ^ 2 := by
  have hs : Ioc 0 R ∩ Ioi rc = Ioc rc R := by
    ext r
    exact ⟨fun h => ⟨h.2, h.1.2⟩, fun h => ⟨⟨hrc.trans_lt h.1, h.2⟩, h.1⟩⟩
  have hd : ∀ r ∈ uIcc rc R, HasDerivAt (fun s => -cos (q * s) / q)
      (exp (-0 * r) * sin (q * r)) r := by
    intro r _
    have k : HasDerivAt (fun s : ℝ => q * s) q r :=
      ((hasDerivAt_id' r).const_mul q).congr_deriv (mul_one _)
    refine (k.cos.fun_neg.div_const q).congr_deriv ?_
    rw [neg_zero, zero_mul, Real.exp_zero, div_eq_iff hq.ne']
    ring
  rw [intervalIntegral.integral_of_le (hrc.trans hR),
    setIntegral_congr_fun measurableSet_Ioc
      ((integrand_emptyCore Z rc 0 hq).mono Ioc_subset_Ioi_self),
    setIntegral_indicator measurableSet_Ioi, hs, integral_const_mul,
    ← intervalIntegral.integral_of_le hR, intervalIntegral.integral_eq_sub_of_hasDerivAt hd
      (Continuous.intervalIntegrable (by fun_prop) _ _)]
  ring
```

The term $\cos qR$ keeps oscillating as $R$ grows. Along the radii $R_n=2\pi n/q$ it equals $1$, and along $R_n'=2\pi n/q+\pi/q$ it equals $-1$, for $n=0,1,2,\dots$ Once these radii exceed $r_c$, the truncated integral, with its factor $4\pi$, takes the two constant values

$$-\frac{4\pi Z(\cos qr_c-1)}{q^2}\qquad\text{and}\qquad-\frac{4\pi Z(\cos qr_c+1)}{q^2},$$

which differ by $8\pi Z/q^2$. If a limit $L$ existed, both values would equal $L$, which is impossible for $Z\ne0$. The word "diverges" in the theorem's name thus means a bounded oscillation, not growth to infinity. The value $-4\pi Z\cos(qr_c)/q^2$ lies midway between the two extremes, and the damping selects it.

In the proof, `ca` and `cb` evaluate the cosine along the two sequences, `e1` and `e2` identify $L$ with each constant, and their difference gives the contradiction.

```lean
/-- For `Z ≠ 0`, `rc ≥ 0` and `q > 0`, the undamped integral has no limit as the cutoff radius
grows. -/
theorem undamped_diverges {Z rc q : ℝ} (hZ : Z ≠ 0) (hrc : 0 ≤ rc) (hq : 0 < q) (L : ℝ) :
    ¬ Tendsto (fun R => 4 * π * ∫ r in (0 : ℝ)..R, radialIntegrand (emptyCore Z rc) 0 q r)
      atTop (𝓝 L) := by
  intro h
  have hg : Tendsto (fun R => -4 * π * Z * (cos (q * rc) - cos (q * R)) / q ^ 2)
      atTop (𝓝 L) := by
    refine h.congr' ?_
    filter_upwards [eventually_ge_atTop rc] with R hR
    exact undamped_truncated Z hrc hR hq
  -- radii at which `cos (qR)` is `1`, and radii at which it is `-1`
  have ha : Tendsto (fun n : ℕ => (n : ℝ) * (2 * π / q)) atTop atTop :=
    tendsto_natCast_atTop_atTop.atTop_mul_const (by positivity)
  have hb := tendsto_atTop_add_const_right atTop (π / q) ha
  have ca : ∀ n : ℕ, cos (q * ((n : ℝ) * (2 * π / q))) = 1 := fun n => by
    rw [show q * ((n : ℝ) * (2 * π / q)) = n * (2 * π) by field_simp]
    exact Real.cos_nat_mul_two_pi n
  have cb : ∀ n : ℕ, cos (q * ((n : ℝ) * (2 * π / q) + π / q)) = -1 := fun n => by
    rw [show q * ((n : ℝ) * (2 * π / q) + π / q) = n * (2 * π) + π by field_simp]
    exact Real.cos_nat_mul_two_pi_add_pi n
  have h1 := hg.comp ha
  have h2 := hg.comp hb
  simp only [Function.comp_def, ca] at h1
  simp only [Function.comp_def, cb] at h2
  have e1 := tendsto_nhds_unique h1 tendsto_const_nhds
  have e2 := tendsto_nhds_unique h2 tendsto_const_nhds
  have hne : 8 * π * Z / q ^ 2 ≠ 0 := by positivity
  exact hne (by linear_combination e2 - e1)

end

end EmptyCoreFormFactor
```

```lean
#print axioms EmptyCoreFormFactor.emptyCore_integrable
#print axioms EmptyCoreFormFactor.emptyCore_formFactor_tendsto
#print axioms EmptyCoreFormFactor.yukawa_formFactor
#print axioms EmptyCoreFormFactor.undamped_diverges
```

```
'EmptyCoreFormFactor.emptyCore_integrable' depends on axioms: [propext, Classical.choice, Quot.sound]
'EmptyCoreFormFactor.emptyCore_formFactor_tendsto' depends on axioms: [propext, Classical.choice, Quot.sound]
'EmptyCoreFormFactor.yukawa_formFactor' depends on axioms: [propext, Classical.choice, Quot.sound]
'EmptyCoreFormFactor.undamped_diverges' depends on axioms: [propext, Classical.choice, Quot.sound]
```
